# Ferroelectric with voltage $-aQ+bQ^3$ ($b>0$) in series with a capacitor $C>0$: one charge for every voltage exactly when $aC\le 1$, and zero-bias dielectric gain $1/(1-aC)>1$ when $0<aC<1$

**Q:** A ferroelectric film sits on an ordinary dielectric layer, and I raise the voltage across the pair by one millivolt. I am told that the voltage across the dielectric alone can rise by more than one millivolt, with no amplifier in the circuit. I am also told that the ferroelectric must be held in a state that would be unstable by itself. Before I believe a formal proof of this, I want to know what was put in.

**A:** Two static voltage laws and one shared charge $Q$. Everything is a real number.

```lean
import Mathlib

open Function

namespace NegativeCapacitanceStack

noncomputable section
```

The ferroelectric has the Landau voltage $-aQ+bQ^3$. The constant $a$ is positive in the ferroelectric phase, where the unpolarised state is unstable for the film alone held at zero voltage, and $-1/a$ is then the film's differential capacitance at $Q=0$. The constant $b>0$ is the stiffness that stops the polarisation from growing without limit.

```lean
/-- Landau voltage across the ferroelectric carrying charge `Q`. -/
def ferroVoltage (a b Q : ℝ) : ℝ := -a * Q + b * Q ^ 3
```

The dielectric is linear, with capacitance $C>0$ and voltage $Q/C$. In series the two voltages add:
$$V(Q)=-aQ+bQ^3+\frac{Q}{C}=\Big(\frac1C-a\Big)Q+bQ^3 .$$

```lean
/-- Voltage across a ferroelectric in series with a dielectric of capacitance `C ≠ 0`,
both carrying the charge `Q`. -/
def stackVoltage (a b C Q : ℝ) : ℝ := ferroVoltage a b Q + Q / C
```

Here `ferroVoltage a b Q` is the first law and `stackVoltage a b C Q` is $V(Q)$. Using the same `Q` in both terms assumes that no charge is trapped at the interface and that nothing leaks through either layer.

**Q:** In the laboratory I set the voltage, not the charge. Where does that enter?

**A:** Through a function $q$ that returns a charge for each applied voltage $v$ and satisfies $V(q(v))=v$.

```lean
/-- A charge response assigns to each applied voltage `v` a charge at which the stack
voltage equals `v`. -/
def IsChargeResponse (a b C : ℝ) (q : ℝ → ℝ) : Prop :=
  ∀ v, stackVoltage a b C (q v) = v
```

`IsChargeResponse a b C q` says only that this equation holds at every real $v$. It does not ask $q$ to be continuous or differentiable; both are derived later for $aC<1$. The voltage across the dielectric is then $q(v)/C$, and the gain is its derivative with respect to $v$. The formula for the gain gets a name now and is shown to be the derivative afterwards.

```lean
/-- The gain formula at operating charge `Q`, for `1 - a * C + 3 * b * C * Q ^ 2 ≠ 0`. -/
def differentialGain (a b C Q : ℝ) : ℝ := 1 / (1 - a * C + 3 * b * C * Q ^ 2)
```

**Q:** Then start with the voltage curve. When does one voltage belong to only one charge?

**A:** Exactly when $aC\le1$, given $b,C>0$. The first two lemmas record the cubic form of $V$ and its slope
$$V'(Q)=\frac1C-a+3bQ^2 .$$

```lean
/-- The stack voltage is a cubic in the charge with linear coefficient `1 / C - a`. -/
theorem stackVoltage_eq (a b C Q : ℝ) :
    stackVoltage a b C Q = (1 / C - a) * Q + b * Q ^ 3 := by
  unfold stackVoltage ferroVoltage
  ring

/-- The slope of the stack voltage with respect to charge. -/
theorem hasDerivAt_stackVoltage (a b C Q : ℝ) :
    HasDerivAt (stackVoltage a b C) (1 / C - a + 3 * b * Q ^ 2) Q := by
  have h := ((hasDerivAt_id' Q).const_mul (1 / C - a)).fun_add
    ((hasDerivAt_pow 3 Q).const_mul b)
  have e : stackVoltage a b C = fun x => (1 / C - a) * x + b * x ^ 3 :=
    funext (stackVoltage_eq a b C)
  rw [e]
  exact h.congr_deriv (by norm_num; ring)
```

`HasDerivAt f m x` means that $f$ is differentiable at $x$ with derivative $m$. The proof differentiates the linear and the cubic term separately and adds the results.

Now take two charges $x<y$ and subtract:
$$V(y)-V(x)=(y-x)\Big[\frac1C-a+b\,(x^2+xy+y^2)\Big].$$
If $aC\le1$, then $1/C-a\ge0$. The quadratic form is strictly positive, because
$$x^2+xy+y^2=\tfrac34(x+y)^2+\tfrac14(y-x)^2$$
and $y\ne x$. Both factors are positive, so $V$ increases strictly.

```lean
/-- For `a * C ≤ 1` the stack voltage increases strictly with charge. -/
theorem stackVoltage_strictMono {a b C : ℝ} (hb : 0 < b) (hC : 0 < C) (h : a * C ≤ 1) :
    StrictMono (stackVoltage a b C) := by
  intro x y hxy
  have hk : 0 ≤ 1 / C - a := by
    rw [sub_nonneg, le_div_iff₀ hC]
    exact h
  have hs : 0 < x ^ 2 + x * y + y ^ 2 := by
    nlinarith [sq_nonneg (x + y), mul_pos (sub_pos.2 hxy) (sub_pos.2 hxy)]
  -- the voltage difference factors into two positive terms
  have hp := mul_pos (sub_pos.2 hxy) (add_pos_of_nonneg_of_pos hk (mul_pos hb hs))
  rw [stackVoltage_eq, stackVoltage_eq]
  nlinarith [hp]
```

In the code, `hk` is the sign of $1/C-a$ and `hs` is the positivity of the quadratic form, for which `nlinarith` is given the two squares above. The product of the two factors is `hp`, and the last line expands it into the voltage difference.

**Q:** That shows that $aC\le1$ is enough. What goes wrong above it?

**A:** There is a second charge with zero stack voltage. If $aC>1$, then $a-1/C>0$, and
$$r=\sqrt{\frac{a-1/C}{b}}>0$$
satisfies $br^2=a-1/C$. Hence
$$V(r)=r\Big(\frac1C-a+br^2\Big)=0=V(0),$$
although $r\neq0$.

```lean
/-- Different charges always give different stack voltages exactly when `a * C ≤ 1`. -/
theorem stackVoltage_injective_iff {a b C : ℝ} (hb : 0 < b) (hC : 0 < C) :
    Injective (stackVoltage a b C) ↔ a * C ≤ 1 := by
  refine ⟨fun hinj => ?_, fun h => (stackVoltage_strictMono hb hC h).injective⟩
  by_contra hn
  have hk : 0 < a - 1 / C := by
    rw [sub_pos, div_lt_iff₀ hC]
    exact not_le.1 hn
  have hp : 0 < (a - 1 / C) / b := div_pos hk hb
  -- a nonzero charge at which the stack voltage vanishes
  obtain ⟨r, hr, hr2⟩ : ∃ r : ℝ, 0 < r ∧ b * r ^ 2 = a - 1 / C :=
    ⟨Real.sqrt ((a - 1 / C) / b), Real.sqrt_pos.2 hp, by
      rw [Real.sq_sqrt hp.le]
      field_simp⟩
  have hV : stackVoltage a b C r = stackVoltage a b C 0 := by
    rw [stackVoltage_eq, stackVoltage_eq]
    linear_combination r * hr2
  exact hr.ne' (hinj hV)
```

`Injective` says that different charges give different voltages. One direction follows from strict monotonicity. The other assumes injectivity together with $aC>1$, constructs $r$, and reaches a contradiction; the `linear_combination` step is the factorisation of $V(r)$ just written. This theorem puts no sign condition on $a$, so it also covers a film with $a\le0$, which has no negative slope at all.

**Q:** Injective only means at most one charge. Could there be voltages that the stack cannot reach?

**A:** Not for $aC\le1$. Given $v$, choose $M=1+|v|/b$. Then $M\ge1$ and $bM=b+|v|$. The linear term of $V(M)$ is non-negative and $M^3\ge M$, so
$$V(M)\ge bM^3\ge bM=b+|v|\ge|v| .$$
Since $V$ is odd, $V(-M)=-V(M)\le-|v|\le v$. The voltage $v$ therefore lies between $V(-M)$ and $V(M)$, and continuity of $V$ gives a charge in between at which $V(Q)=v$.

```lean
/-- For `a * C ≤ 1` every applied voltage is reached at some charge. -/
theorem stackVoltage_surjective {a b C : ℝ} (hb : 0 < b) (hC : 0 < C) (h : a * C ≤ 1) :
    Surjective (stackVoltage a b C) := by
  intro v
  have hk : 0 ≤ 1 / C - a := by
    rw [sub_nonneg, le_div_iff₀ hC]
    exact h
  obtain ⟨M, hM, hbM⟩ : ∃ M : ℝ, 1 ≤ M ∧ b * M = b + |v| :=
    ⟨1 + |v| / b, by
      have : 0 ≤ |v| / b := by positivity
      linarith, by field_simp⟩
  have h1 : 0 ≤ (1 / C - a) * M := mul_nonneg hk (by linarith)
  have h2 : b * M ≤ b * M ^ 3 :=
    mul_le_mul_of_nonneg_left (le_self_pow₀ hM (by norm_num)) hb.le
  have hup : |v| ≤ stackVoltage a b C M := by
    rw [stackVoltage_eq]
    linarith
  have hodd : stackVoltage a b C (-M) = -stackVoltage a b C M := by
    rw [stackVoltage_eq, stackVoltage_eq]
    ring
  have hcont : Continuous (stackVoltage a b C) :=
    continuous_iff_continuousAt.2 fun Q => (hasDerivAt_stackVoltage a b C Q).continuousAt
  -- the voltages at charges -M and M enclose v
  have hmem : v ∈ Set.Icc (stackVoltage a b C (-M)) (stackVoltage a b C M) :=
    ⟨by rw [hodd]; linarith [neg_abs_le v], (le_abs_self v).trans hup⟩
  obtain ⟨Q, -, hQ⟩ :=
    intermediate_value_Icc (by linarith : -M ≤ M) hcont.continuousOn hmem
  exact ⟨Q, hQ⟩
```

In the code, `hup` is the bound at $M$, `hodd` the odd symmetry, `hcont` the continuity, and `hmem` places $v$ in the interval for the intermediate value theorem.

Existence and injectivity together give exactly one charge response.

```lean
/-- For `a * C ≤ 1` the stack has exactly one charge response. -/
theorem existsUnique_chargeResponse {a b C : ℝ} (hb : 0 < b) (hC : 0 < C)
    (h : a * C ≤ 1) : ∃! q : ℝ → ℝ, IsChargeResponse a b C q := by
  choose q hq using stackVoltage_surjective hb hC h
  refine ⟨q, hq, fun p hp => funext fun v => ?_⟩
  exact (stackVoltage_strictMono hb hC h).injective ((hp v).trans (hq v).symm)
```

The symbol `∃!` means that there is one such function and no other. The tactic `choose` collects one charge per voltage into a function $q$. If $p$ is another response, then $V(p(v))=v=V(q(v))$, and injectivity gives $p(v)=q(v)$ for each $v$.

**Q:** Now the gain. You differentiate $q$, but you never assumed that it was smooth.

**A:** Its smoothness comes from $V$. Let $aC<1$. For any charge $x$ we have $V(q(V(x)))=V(x)$, so $q(V(x))=x$ by injectivity; every charge is therefore a value of $q$. If $v\le w$, then $V(q(v))\le V(q(w))$, and strict monotonicity of $V$ gives $q(v)\le q(w)$. A monotone function that takes every real value has no jumps, so $q$ is continuous.

The slope $V'(Q)=1/C-a+3bQ^2$ is now strictly positive, and the inverse function rule gives, at $v=V(Q)$,
$$\frac{dq}{dv}=\frac{1}{1/C-a+3bQ^2},\qquad
\frac{d}{dv}\frac{q(v)}{C}=\frac{1}{1-aC+3bCQ^2}.$$

```lean
/-- For `a * C < 1` the derivative of the dielectric voltage with respect to the applied
voltage, at operating charge `Q`, is the differential gain. -/
theorem hasDerivAt_dielectricVoltage {a b C : ℝ} (hb : 0 < b) (hC : 0 < C)
    (h : a * C < 1) {q : ℝ → ℝ} (hq : IsChargeResponse a b C q) (Q : ℝ) :
    HasDerivAt (fun v => q v / C) (differentialGain a b C Q) (stackVoltage a b C Q) := by
  have hmono := stackVoltage_strictMono hb hC h.le
  have hinv : ∀ x, q (stackVoltage a b C x) = x := fun x => hmono.injective (hq _)
  -- a monotone surjective response is continuous
  have hqm : Monotone q := fun v w hvw => hmono.le_iff_le.1 (by rw [hq v, hq w]; exact hvw)
  have hqc : Continuous q := hqm.continuous_of_surjective fun x => ⟨_, hinv x⟩
  have hk : 0 < 1 / C - a := by
    rw [sub_pos, lt_div_iff₀ hC]
    exact h
  have hne : 1 / C - a + 3 * b * Q ^ 2 ≠ 0 := by positivity
  have hd : HasDerivAt (stackVoltage a b C) (1 / C - a + 3 * b * Q ^ 2)
      (q (stackVoltage a b C Q)) := by
    rw [hinv Q]
    exact hasDerivAt_stackVoltage a b C Q
  have hg := HasDerivAt.of_local_left_inverse hqc.continuousAt hd hne
    (Filter.Eventually.of_forall hq)
  refine (hg.div_const C).congr_deriv ?_
  have hCi : 1 / C * C = 1 := one_div_mul_cancel hC.ne'
  have e : 1 - a * C + 3 * b * C * Q ^ 2 = (1 / C - a + 3 * b * Q ^ 2) * C := by
    linear_combination -hCi
  rw [differentialGain, e, one_div (_ * C), mul_inv, div_eq_mul_inv]
```

The derivative is taken at the applied voltage `stackVoltage a b C Q`, with `Q` the operating charge. As every voltage is reached, this covers every operating point. In the proof, `hinv`, `hqm` and `hqc` are the three facts about $q$ in the order above, `hne` says that the slope is nonzero, and `of_local_left_inverse` is the inverse function rule. The closing lines move the factor $C$ into the denominator.

**Q:** And where does the gain exceed one? I would expect it only where the ferroelectric has negative slope.

**A:** That is the condition. The denominator $1-aC+3bCQ^2$ is positive, so the gain exceeds one exactly when the denominator is below one. This means $3bCQ^2<aC$, and dividing by $C>0$ gives $3bQ^2<a$. The ferroelectric's own slope is $-a+3bQ^2$, which is negative under the same inequality. For the film alone at a fixed voltage $u$, the energy $-\frac a2Q^2+\frac b4Q^4-uQ$ has this slope as its second derivative, so an equilibrium with negative slope is a local maximum of the energy and is unstable.

```lean
/-- For `a * C < 1` the differential gain exceeds one exactly when `3 * b * Q ^ 2 < a`. -/
theorem one_lt_differentialGain_iff {a b C : ℝ} (hb : 0 < b) (hC : 0 < C)
    (h : a * C < 1) (Q : ℝ) : 1 < differentialGain a b C Q ↔ 3 * b * Q ^ 2 < a := by
  have hn : 0 ≤ 3 * b * C * Q ^ 2 := by positivity
  rw [differentialGain, lt_div_iff₀ (by linarith), one_mul]
  constructor
  · intro hlt
    by_contra hge
    nlinarith [mul_nonneg hC.le (sub_nonneg.2 (not_lt.1 hge))]
  · intro hlt
    nlinarith [mul_pos hC (sub_pos.2 hlt)]
```

The proof clears the positive denominator with `lt_div_iff₀`. The two directions then multiply or divide the remaining inequality by $C$.

At $Q=0$ the stack voltage is zero and the gain is $1/(1-aC)$. With $a>0$ we have $0<1-aC<1$, so this number is greater than one.

```lean
/-- At zero applied voltage the dielectric voltage has derivative `1 / (1 - a * C)` with
respect to the applied voltage, and this number is greater than one. -/
theorem zero_bias_amplification {a b C : ℝ} (ha : 0 < a) (hb : 0 < b) (hC : 0 < C)
    (h : a * C < 1) {q : ℝ → ℝ} (hq : IsChargeResponse a b C q) :
    HasDerivAt (fun v => q v / C) (1 / (1 - a * C)) 0 ∧ 1 < 1 / (1 - a * C) := by
  have hd := hasDerivAt_dielectricVoltage hb hC h hq 0
  have h0 : stackVoltage a b C 0 = 0 := by simp [stackVoltage, ferroVoltage]
  rw [h0] at hd
  refine ⟨hd.congr_deriv (by simp [differentialGain]), ?_⟩
  rw [lt_div_iff₀ (by linarith)]
  linarith [mul_pos ha hC]

end

end NegativeCapacitanceStack
```

This theorem substitutes $Q=0$ into the general derivative and then checks the inequality. Its two halves say that $q(v)/C$ has derivative $1/(1-aC)$ at $v=0$, and that this value exceeds one.

```lean
#print axioms NegativeCapacitanceStack.stackVoltage_injective_iff
#print axioms NegativeCapacitanceStack.existsUnique_chargeResponse
#print axioms NegativeCapacitanceStack.one_lt_differentialGain_iff
#print axioms NegativeCapacitanceStack.zero_bias_amplification
```

```
'NegativeCapacitanceStack.stackVoltage_injective_iff' depends on axioms: [propext, Classical.choice, Quot.sound]
'NegativeCapacitanceStack.existsUnique_chargeResponse' depends on axioms: [propext, Classical.choice, Quot.sound]
'NegativeCapacitanceStack.one_lt_differentialGain_iff' depends on axioms: [propext, Classical.choice, Quot.sound]
'NegativeCapacitanceStack.zero_bias_amplification' depends on axioms: [propext, Classical.choice, Quot.sound]
```

**Q:** Kirchhoff's voltage law still troubles me. If the dielectric takes more than the applied increment, who pays?

**A:** The ferroelectric does. At zero bias its voltage changes at the rate
$$-a\,\frac{dq}{dv}=-\frac{aC}{1-aC},$$
and adding the dielectric's rate $1/(1-aC)$ gives one. The voltage across the ferroelectric falls while the applied voltage rises.

**Q:** Why does the gain need $aC<1$, when uniqueness still holds at $aC=1$?

**A:** At $aC=1$ the linear term vanishes and $V(Q)=bQ^3$. The charge is the real cube root of $v/b$, which is unique and continuous but has a vertical tangent at $v=0$. As $aC$ approaches one from below, the zero-bias gain grows without bound, and at the limit there is no finite derivative to state. Lean would evaluate `differentialGain` there as $1/0=0$, which has no physical meaning, and the strict inequality keeps that case out.

**Q:** You solve an equation for the charge. I would have minimised an energy.

**A:** That is another sound way to set up the model. At fixed $v$ take
$$G(Q)=\frac{Q^2}{2C}-\frac{a}{2}Q^2+\frac b4Q^4-vQ,$$
so that $G'(Q)=V(Q)-v$. For $aC\le1$ the derivative increases strictly, $G$ is strictly convex, and its minimiser is the same charge $q(v)$; the gain would not change. For $aC>1$ the two descriptions part. The equation can have several solutions, some of which are not minima, while minimisation selects the lowest one and leaves a tie between $r$ and $-r$ at $v=0$. The file defines no energy, so this comparison rests on the argument given here.

**Q:** So does the theorem show that a real film can be held in its negative-slope state?

**A:** No. It concerns one uniform charge and static voltage laws. A real film may split into domains, leak, trap charge at the interface or switch with a delay, and none of these is in the model. The Landau law is assumed, not derived from the quantum mechanics of the crystal, and it stops at the cubic term. The capacitance $C$ is constant, whereas the capacitance of a semiconductor channel varies with its charge.

**Q:** What can I use it for, then?

**A:** For a static, single-domain simulation of such a stack with constant $C$, the condition $aC\le1$ guarantees that the equation for the charge has exactly one real solution at every applied voltage. When $aC<1$, the gain formula also gives an exact value against which a numerical derivative in that model can be compared.
